# For |p| + p₃ > 0, an explicit positive-helicity spinor χ satisfies 2|p|χχ† = |p| + σ·p

`spinor_projector` concerns a two-component spinor χ, given by an explicit formula for a real momentum p with |p| + p₃ > 0, a condition that leaves out zero momentum and the negative third axis. On this domain χ has unit norm and positive helicity, and the theorem says that 2|p| times its projector χχ† is the 2×2 matrix |p| + σ·p, with |p| multiplying the identity. The proof compares the two matrices entry by entry. In each of the four cases `simp` is meant to leave an equation between complex numbers, which `linear_combination` then derives from the normalisation of χ and, in the last case, also from |p|² = p₁² + p₂² + p₃² and i² = −1.

Lean 4 with Mathlib refuses this proof:

```lean
import Mathlib

open Matrix Filter Topology
open scoped Real

namespace HelicitySpinor

noncomputable section

/-- The Euclidean length of a momentum vector. -/
def len (p : Fin 3 → ℝ) : ℝ := Real.sqrt (p 0 ^ 2 + p 1 ^ 2 + p 2 ^ 2)

/-- The matrix `σ·p` in the standard Pauli representation. -/
def pauliDot (p : Fin 3 → ℝ) : Matrix (Fin 2) (Fin 2) ℂ :=
  !![(p 2 : ℂ), (p 0 : ℂ) - p 1 * Complex.I; (p 0 : ℂ) + p 1 * Complex.I, -(p 2 : ℂ)]

/-- The normalisation factor `1 / √(2|p|(|p| + p₃))`. -/
def normFactor (p : Fin 3 → ℝ) : ℝ := 1 / Real.sqrt (2 * len p * (len p + p 2))

/-- The spinor `(|p| + p₃, p₁ + i p₂) / √(2|p|(|p| + p₃))`. -/
def spinor (p : Fin 3 → ℝ) : Fin 2 → ℂ :=
  (normFactor p : ℂ) • ![((len p + p 2 : ℝ) : ℂ), (p 0 : ℂ) + p 1 * Complex.I]

/-- The momenta with `|p| + p₃ > 0`. -/
def domain : Set (Fin 3 → ℝ) := {p | 0 < len p + p 2}

/-- The squared length is the sum of the squared components. -/
theorem len_sq (p : Fin 3 → ℝ) : len p ^ 2 = p 0 ^ 2 + p 1 ^ 2 + p 2 ^ 2 :=
  Real.sq_sqrt (by positivity)

/-- On the domain, the squared normalisation factor times `2|p|(|p| + p₃)` is one. -/
theorem normFactor_sq {p : Fin 3 → ℝ} (hp : p ∈ domain) :
    normFactor p ^ 2 * (2 * len p * (len p + p 2)) = 1 := by
  have hs : 0 < len p + p 2 := hp
  have hL : 0 < len p := by
    rcases (Real.sqrt_nonneg (p 0 ^ 2 + p 1 ^ 2 + p 2 ^ 2)).eq_or_lt with h | h
    · have h0 : len p = 0 := h.symm
      have h1 := len_sq p
      rw [h0] at h1 hs
      nlinarith [sq_nonneg (p 0), sq_nonneg (p 1)]
    · exact h
  have hX : 0 < 2 * len p * (len p + p 2) := by positivity
  rw [normFactor, div_pow, one_pow, Real.sq_sqrt hX.le]
  exact one_div_mul_cancel hX.ne'

/-- On the domain, the projector onto the spinor obeys `2|p| χχ† = |p| + σ·p`. -/
theorem spinor_projector {p : Fin 3 → ℝ} (hp : p ∈ domain) :
    (2 * len p : ℂ) • vecMulVec (spinor p) (star (spinor p))
      = (len p : ℂ) • (1 : Matrix (Fin 2) (Fin 2) ℂ) + pauliDot p := by
  have hC : (len p : ℂ) ^ 2 = (p 0 : ℂ) ^ 2 + (p 1 : ℂ) ^ 2 + (p 2 : ℂ) ^ 2 := by
    exact_mod_cast len_sq p
  have hN : (normFactor p : ℂ) ^ 2 * (2 * len p * (len p + p 2)) = 1 := by
    exact_mod_cast normFactor_sq hp
  ext i j
  fin_cases i <;> fin_cases j <;> simp [spinor, pauliDot, vecMulVec_apply]
  · linear_combination ((len p : ℂ) + p 2) * hN
  · linear_combination ((p 0 : ℂ) - p 1 * Complex.I) * hN
  · linear_combination ((p 0 : ℂ) + p 1 * Complex.I) * hN
  · linear_combination ((len p : ℂ) - p 2) * hN
      - 2 * (len p : ℂ) * (normFactor p : ℂ) ^ 2 * hC
      - 2 * (len p : ℂ) * (normFactor p : ℂ) ^ 2 * (p 1 : ℂ) ^ 2 * Complex.I_sq

end

end HelicitySpinor
```

The compiler's answer:

```
Main.lean:56:4: error: ring failed, ring expressions not equal
p : Fin 3 → ℝ
hp : p ∈ domain
hC : ↑(len p) ^ 2 = ↑(p 0) ^ 2 + ↑(p 1) ^ 2 + ↑(p 2) ^ 2
hN : ↑(normFactor p) ^ 2 * (2 * ↑(len p) * (↑(len p) + ↑(p 2))) = 1
⊢ ((2 * ↑(len p)) •
              vecCons
                ((↑(normFactor p) * (↑(len p) + ↑(p 2))) •
                  star ![↑(normFactor p) * (↑(len p) + ↑(p 2)), ↑(normFactor p) * (↑(p 0) + ↑(p 1) * Complex.I)])
                (vecCons
                  ((↑(normFactor p) * (↑(p 0) + ↑(p 1) * Complex.I)) •
                    star ![↑(normFactor p) * (↑(len p) + ↑(p 2)), ↑(normFactor p) * (↑(p 0) + ↑(p 1) * Complex.I)])
                  !![,,]))
            0 0 -
          ↑(len p) * ↑(p 2) ^ 2 * ↑(normFactor p) ^ 2 * 2 -
        ↑(len p) ^ 2 * ↑(p 2) * ↑(normFactor p) ^ 2 * 4 -
      ↑(len p) ^ 3 * ↑(normFactor p) ^ 2 * 2 =
    0
Main.lean:57:4: error: ring failed, ring expressions not equal
p : Fin 3 → ℝ
hp : p ∈ domain
hC : ↑(len p) ^ 2 = ↑(p 0) ^ 2 + ↑(p 1) ^ 2 + ↑(p 2) ^ 2
hN : ↑(normFactor p) ^ 2 * (2 * ↑(len p) * (↑(len p) + ↑(p 2))) = 1
⊢ ((2 * ↑(len p)) •
                vecCons
                  ((↑(normFactor p) * (↑(len p) + ↑(p 2))) •
                    star ![↑(normFactor p) * (↑(len p) + ↑(p 2)), ↑(normFactor p) * (↑(p 0) + ↑(p 1) * Complex.I)])
                  (vecCons
                    ((↑(normFactor p) * (↑(p 0) + ↑(p 1) * Complex.I)) •
                      star ![↑(normFactor p) * (↑(len p) + ↑(p 2)), ↑(normFactor p) * (↑(p 0) + ↑(p 1) * Complex.I)])
                    !![,,]))
              0 1 -
            ↑(p 0) * ↑(normFactor p) ^ 2 * ↑(len p) * ↑(p 2) * 2 -
          ↑(p 0) * ↑(normFactor p) ^ 2 * ↑(len p) ^ 2 * 2 +
        ↑(p 1) * Complex.I * ↑(normFactor p) ^ 2 * ↑(len p) * ↑(p 2) * 2 +
      ↑(p 1) * Complex.I * ↑(normFactor p) ^ 2 * ↑(len p) ^ 2 * 2 =
    0
Main.lean:58:4: error: ring failed, ring expressions not equal
p : Fin 3 → ℝ
hp : p ∈ domain
hC : ↑(len p) ^ 2 = ↑(p 0) ^ 2 + ↑(p 1) ^ 2 + ↑(p 2) ^ 2
hN : ↑(normFactor p) ^ 2 * (2 * ↑(len p) * (↑(len p) + ↑(p 2))) = 1
⊢ ((2 * ↑(len p)) •
                vecCons
                  ((↑(normFactor p) * (↑(len p) + ↑(p 2))) •
                    star ![↑(normFactor p) * (↑(len p) + ↑(p 2)), ↑(normFactor p) * (↑(p 0) + ↑(p 1) * Complex.I)])
                  (vecCons
                    ((↑(normFactor p) * (↑(p 0) + ↑(p 1) * Complex.I)) •
                      star ![↑(normFactor p) * (↑(len p) + ↑(p 2)), ↑(normFactor p) * (↑(p 0) + ↑(p 1) * Complex.I)])
                    !![,,]))
              1 0 -
            ↑(p 0) * ↑(normFactor p) ^ 2 * ↑(len p) * ↑(p 2) * 2 -
          ↑(p 0) * ↑(normFactor p) ^ 2 * ↑(len p) ^ 2 * 2 -
        ↑(p 1) * Complex.I * ↑(normFactor p) ^ 2 * ↑(len p) * ↑(p 2) * 2 -
      ↑(p 1) * Complex.I * ↑(normFactor p) ^ 2 * ↑(len p) ^ 2 * 2 =
    0
Main.lean:59:4: error: ring failed, ring expressions not equal
p : Fin 3 → ℝ
hp : p ∈ domain
hC : ↑(len p) ^ 2 = ↑(p 0) ^ 2 + ↑(p 1) ^ 2 + ↑(p 2) ^ 2
hN : ↑(normFactor p) ^ 2 * (2 * ↑(len p) * (↑(len p) + ↑(p 2))) = 1
⊢ ((2 * ↑(len p)) •
            vecCons
              ((↑(normFactor p) * (↑(len p) + ↑(p 2))) •
                star ![↑(normFactor p) * (↑(len p) + ↑(p 2)), ↑(normFactor p) * (↑(p 0) + ↑(p 1) * Complex.I)])
              (vecCons
                ((↑(normFactor p) * (↑(p 0) + ↑(p 1) * Complex.I)) •
                  star ![↑(normFactor p) * (↑(len p) + ↑(p 2)), ↑(normFactor p) * (↑(p 0) + ↑(p 1) * Complex.I)])
                !![,,]))
          1 1 +
        ↑(len p) * ↑(normFactor p) ^ 2 * ↑(p 1) ^ 2 * Complex.I ^ 2 * 2 -
      ↑(len p) * ↑(normFactor p) ^ 2 * ↑(p 0) ^ 2 * 2 =
    0
Main.lean:55:58: warning: This simp argument is unused:
  vecMulVec_apply

Hint: Omit it from the simp argument list.
  [apply] simp [spinor, pauliDot]

Note: This linter can be disabled with `set_option linter.unusedSimpArgs false`
```

All four errors say that `ring`, which `linear_combination` calls to finish, could not close the goal. In each, the left-hand entry is still a scaled matrix applied to two indices, such as `0 0`. `simp` had unfolded `spinor` inside the outer product and turned the product into rows built with `vecCons`. `vecMulVec_apply`, which needs an entry of a `vecMulVec`, then found nothing to match, hence the warning that it was unused. `ring` can't look inside the unevaluated entry, so it can't cancel it against the polynomial terms.

The new `rw` takes entries while `spinor p` is still folded. `Matrix.add_apply` splits the sum on the right, the two uses of `Matrix.smul_apply` move the scalars outside the entries on each side, and `vecMulVec_apply` with `Pi.star_apply` turns the entry i, j of the outer product into component i of χ times the conjugate of component j. `simp` then has only single components to unfold, and the unchanged `linear_combination` lines succeed. Dropping `vecMulVec_apply` from the `simp` call is tidying, as is the added comment.

The change, after which it compiles:

```diff
@@ -53,5 +53,7 @@
     exact_mod_cast normFactor_sq hp
   ext i j
-  fin_cases i <;> fin_cases j <;> simp [spinor, pauliDot, vecMulVec_apply]
+  -- pass to entries before unfolding the spinor
+  rw [Matrix.add_apply, Matrix.smul_apply, Matrix.smul_apply, vecMulVec_apply, Pi.star_apply]
+  fin_cases i <;> fin_cases j <;> simp [spinor, pauliDot]
   · linear_combination ((len p : ℂ) + p 2) * hN
   · linear_combination ((p 0 : ℂ) - p 1 * Complex.I) * hN
```
